# DIIS solves a singular consistent system exactly from rank A + 1 Richardson iterates if ker A and range A meet only in zero

When the Poisson equation of a periodic cell is solved on a grid by a simple iteration, one can store several iterates and replace them by the weighted mean with the smallest residual. This is the extrapolation step of DIIS. The matrix is singular, because a constant shift of the potential produces no charge, so the matrix has no inverse with which to justify the step. It still gives an exact solution if the system is solvable, the kernel and range of the matrix share only the zero vector, and enough iterates are stored.

Let \(A\) be a real \(N\times N\) matrix, \(b\) the source and \(x_0\) any start. The Richardson iterates and their residuals are
\[
x_{k+1}=x_k+b-Ax_k,\qquad r_k=b-Ax_k .
\]
The claim is that, if \(Ax=b\) is solvable and the kernel and range of \(A\) share only zero, then for every \(m\ge\operatorname{rank}A\) there are weights \(c_0,\dots,c_m\) with sum one such that \(A\sum_k c_kx_k=b\). Since \(\operatorname{rank}A\le N\), \(N+1\) iterates then suffice. The iteration itself need not converge.

In Lean, `n` is the finite set of indices, not its size \(N\), and `A *ᵥ v` is the product \(Av\).

```lean
import Mathlib

open Matrix

namespace SingularDIIS

variable {n : Type*} [Fintype n]
```

The condition on the matrix is stated with vectors: if \(Av=0\) and \(v=Aw\) for some \(w\), then \(v=0\).

```lean
/-- The kernel and the range of `A` meet only in the zero vector. -/
def KernelMeetsRangeInZero (A : Matrix n n ℝ) : Prop :=
  ∀ v : n → ℝ, A *ᵥ v = 0 → (∃ w, A *ᵥ w = v) → v = 0
```

The iteration has unit step length.

```lean
/-- The Richardson iterates `x_{k+1} = x_k + b - A x_k` started from `x₀`. -/
def richardson (A : Matrix n n ℝ) (b x₀ : n → ℝ) : ℕ → n → ℝ
  | 0 => x₀
  | k + 1 => richardson A b x₀ k + b - A *ᵥ richardson A b x₀ k
```

The extrapolant is the weighted sum of \(x_0,\dots,x_m\). The weights are a function on all natural numbers, of which only the first \(m+1\) values matter.

```lean
/-- The combination `c_0 x_0 + ... + c_m x_m` of the first `m + 1` Richardson iterates. -/
def extrapolant (A : Matrix n n ℝ) (b x₀ : n → ℝ) (m : ℕ) (c : ℕ → ℝ) : n → ℝ :=
  ∑ k ∈ Finset.range (m + 1), c k • richardson A b x₀ k
```

Weights indexed by `Fin (m + 1)` would have no unused values. The mathematics would be the same, but mixtures of different lengths would then have weights of different types.

## Weights with sum one

The constraint makes the extrapolant an affine mean: if all stored vectors are the same solution, the mean returns it. By hand, the residual obeys
\[
r_{k+1}=b-A(x_k+r_k)=r_k-Ar_k=(1-A)r_k .
\]

```lean
/-- One Richardson step turns the residual `r` into `r - A r`. -/
theorem residual_succ (A : Matrix n n ℝ) (b x₀ : n → ℝ) (k : ℕ) :
    b - A *ᵥ richardson A b x₀ (k + 1) =
      (b - A *ᵥ richardson A b x₀ k) - A *ᵥ (b - A *ᵥ richardson A b x₀ k) := by
  simp only [richardson, Matrix.mulVec_sub, Matrix.mulVec_add]
  abel
```

For any weights,
\[
b-A\sum_k c_kx_k=\sum_k c_kr_k+\Bigl(1-\sum_k c_k\Bigr)b .
\]
With sum one the last term vanishes, and it is enough to make the mixed residual \(\sum_k c_kr_k\) zero. In the proof below, `hb` is where the constraint enters. Without it, all weights could be zero: the mixed residual would vanish, but the extrapolant would be the zero vector, which solves nothing unless \(b=0\).

```lean
/-- If the weights sum to one, the residual of the extrapolant is the same weighted
combination of the residuals of the iterates. -/
theorem residual_extrapolant (A : Matrix n n ℝ) (b x₀ : n → ℝ) {m : ℕ} {c : ℕ → ℝ}
    (hc : ∑ k ∈ Finset.range (m + 1), c k = 1) :
    b - A *ᵥ extrapolant A b x₀ m c =
      ∑ k ∈ Finset.range (m + 1), c k • (b - A *ᵥ richardson A b x₀ k) := by
  have hA : A *ᵥ extrapolant A b x₀ m c =
      ∑ k ∈ Finset.range (m + 1), c k • (A *ᵥ richardson A b x₀ k) := by
    change A.mulVecLin (extrapolant A b x₀ m c) = _
    simp only [extrapolant, map_sum, map_smul]
    rfl
  have hb : ∑ k ∈ Finset.range (m + 1), c k • b = b := by
    rw [← Finset.sum_smul, hc, one_smul]
  simp only [smul_sub, Finset.sum_sub_distrib]
  rw [hA, hb]
```

## Kernel and range sharing only zero

Physically, no non-zero response \(Aw\) may itself be a mode to which \(A\) is blind. Equivalently, a zero eigenvalue has no Jordan block larger than one.

By hand, let \(T\) be \(1-A\) restricted to the range of \(A\), which \(A\) maps into itself. If \(Tv=v\), then \(Av=0\) with \(v\) in the range, so \(v=0\). Hence 1 is not an eigenvalue of \(T\), and its characteristic polynomial \(\chi(t)=\sum_k a_kt^k\) has \(\chi(1)\neq0\). Set \(c_k=a_k/\chi(1)\). Then
\[
\sum_k c_k=\frac{\chi(1)}{\chi(1)}=1,\qquad \sum_k c_kT^k=\frac{\chi(T)}{\chi(1)}=0,
\]
the second by Cayley–Hamilton.

The lemma states this for any linear map on a finite-dimensional real space that fixes only zero. `h1` is the non-vanishing at 1, and `hd` says that the degree is at most \(m\), so that \(m+1\) coefficients are enough.

```lean
/-- If a linear map `T` on a real space of dimension at most `m` fixes only the zero vector,
some weights with sum one make `c_0 v + c_1 T v + ... + c_m T^m v` vanish for every `v`. -/
theorem exists_annihilating_weights {V : Type*} [AddCommGroup V] [Module ℝ V]
    [FiniteDimensional ℝ V] (T : Module.End ℝ V) (hT : ∀ v, T v = v → v = 0)
    {m : ℕ} (hm : Module.finrank ℝ V ≤ m) :
    ∃ c : ℕ → ℝ, ∑ k ∈ Finset.range (m + 1), c k = 1 ∧
      ∀ v, ∑ k ∈ Finset.range (m + 1), c k • (T ^ k) v = 0 := by
  -- one is not an eigenvalue, so the characteristic polynomial can be normalised there
  have h1 : T.charpoly.eval 1 ≠ 0 := by
    intro h
    have he : T.HasEigenvalue 1 :=
      (Module.End.hasEigenvalue_iff_isRoot_charpoly T 1).2 h
    obtain ⟨v, hv⟩ := he.exists_hasEigenvector
    exact hv.2 (hT v (by simpa using hv.apply_eq_smul))
  have hd : T.charpoly.natDegree < m + 1 := by
    rw [LinearMap.charpoly_natDegree]
    omega
  refine ⟨fun k => (T.charpoly.eval 1)⁻¹ * T.charpoly.coeff k, ?_, ?_⟩
  · have h := Polynomial.eval_eq_sum_range' hd 1
    simp only [one_pow, mul_one] at h
    rw [← Finset.mul_sum, ← h]
    exact inv_mul_cancel₀ h1
  · -- Cayley-Hamilton
    intro v
    have h := LinearMap.aeval_self_charpoly T
    rw [Polynomial.aeval_eq_sum_range' hd] at h
    have hv := congrArg (fun S : Module.End ℝ V => S v) h
    simp only [LinearMap.sum_apply, LinearMap.smul_apply, LinearMap.zero_apply] at hv
    simp only [mul_smul]
    rw [← Finset.smul_sum, hv, smul_zero]
```

Without the condition, solvability alone is not enough. Take
\[
A=\begin{pmatrix}0&1\\0&0\end{pmatrix},\quad b=\begin{pmatrix}1\\0\end{pmatrix},\quad x_0=0 .
\]
The vector \((0,1)\) is a solution, but \(r_0=b\) and \(Ar_0=0\), so every residual equals \(b\), and so does every mixture of them with sum one.

## A source in the range

For the periodic Poisson problem this hypothesis is charge neutrality. Without it there is no solution for any extrapolation to find.

By hand, write \(b=As\). Then \(r_0=A(s-x_0)\) lies in the range, and by the recursion \(r_k=T^kr_0\). The weights just found give \(\sum_kc_kr_k=0\), which is the claim.

In the theorem, `hb` supplies \(s\), and `ρ` is \(r_0\) as an element of the range `R`. The induction `hk` proves \(r_k=T^kr_0\), and `hT` is the place where the kernel–range condition is used.

```lean
/-- Let the kernel and range of `A` meet only in zero and let `A x = b` be solvable. Then for
every `m ≥ rank A` and every start, some combination of `x_0, ..., x_m` with weights summing
to one solves the system exactly. -/
theorem exists_exact_extrapolant {A : Matrix n n ℝ} (hA : KernelMeetsRangeInZero A)
    {b : n → ℝ} (hb : ∃ s, A *ᵥ s = b) (x₀ : n → ℝ) {m : ℕ} (hm : A.rank ≤ m) :
    ∃ c : ℕ → ℝ, ∑ k ∈ Finset.range (m + 1), c k = 1 ∧
      A *ᵥ extrapolant A b x₀ m c = b := by
  obtain ⟨s, hs⟩ := hb
  -- the residual propagator `1 - A`, restricted to the range of `A`
  let R := LinearMap.range A.mulVecLin
  let f : R →ₗ[ℝ] R :=
    A.mulVecLin.restrict (fun v _ => LinearMap.mem_range_self A.mulVecLin v)
  let T : Module.End ℝ R := 1 - f
  have hT : ∀ v : R, T v = v → v = 0 := by
    intro v hv
    have h : (v : n → ℝ) - A *ᵥ (v : n → ℝ) = v := congrArg Subtype.val hv
    exact Subtype.ext (hA v (sub_eq_self.1 h) (LinearMap.mem_range.1 v.2))
  obtain ⟨c, hc, h0⟩ := exists_annihilating_weights T hT hm
  let ρ : R := ⟨b - A *ᵥ x₀, LinearMap.mem_range.2 ⟨s - x₀, by
    change A *ᵥ (s - x₀) = _
    rw [Matrix.mulVec_sub, hs]⟩⟩
  have hk : ∀ k, b - A *ᵥ richardson A b x₀ k = R.subtype ((T ^ k) ρ) := by
    intro k
    induction k with
    | zero => rfl
    | succ k ih =>
      rw [residual_succ, ih, pow_succ']
      rfl
  refine ⟨c, hc, ?_⟩
  have hz := congrArg R.subtype (h0 ρ)
  simp only [map_sum, map_smul, map_zero] at hz
  have hr := residual_extrapolant A b x₀ hc
  simp only [hk] at hr
  exact (sub_eq_zero.1 (hr.trans hz)).symm
```

## Weights that minimise the residual

DIIS finds its weights by constrained least squares, without a characteristic polynomial. Some admissible weights have residual zero, so a minimiser has squared norm at most zero, and its residual vanishes. Without minimality, the choice \(c_0=1\) with all other weights zero merely returns \(x_0\).

The hypothesis `hmin` compares `c` with every `d` of sum one, and `⬝ᵥ` is the ordinary dot product. The theorem does not ask that `c` itself have sum one, though DIIS weights do.

```lean
/-- Let the kernel and range of `A` meet only in zero, let `A x = b` be solvable and let
`m ≥ rank A`. Then DIIS weights that minimise the squared residual norm among all weights
with sum one give an exact solution. -/
theorem diis_minimiser_exact {A : Matrix n n ℝ} (hA : KernelMeetsRangeInZero A)
    {b : n → ℝ} (hb : ∃ s, A *ᵥ s = b) (x₀ : n → ℝ) {m : ℕ} (hm : A.rank ≤ m) (c : ℕ → ℝ)
    (hmin : ∀ d : ℕ → ℝ, ∑ k ∈ Finset.range (m + 1), d k = 1 →
      (b - A *ᵥ extrapolant A b x₀ m c) ⬝ᵥ (b - A *ᵥ extrapolant A b x₀ m c) ≤
        (b - A *ᵥ extrapolant A b x₀ m d) ⬝ᵥ (b - A *ᵥ extrapolant A b x₀ m d)) :
    A *ᵥ extrapolant A b x₀ m c = b := by
  obtain ⟨d, hd, hsol⟩ := exists_exact_extrapolant hA hb x₀ hm
  have h := hmin d hd
  rw [hsol, sub_self, zero_dotProduct] at h
  have hpos : 0 ≤ (b - A *ᵥ extrapolant A b x₀ m c) ⬝ᵥ (b - A *ᵥ extrapolant A b x₀ m c) :=
    Finset.sum_nonneg fun i _ => mul_self_nonneg _
  exact (sub_eq_zero.1 (dotProduct_self_eq_zero.1 (le_antisymm h hpos))).symm
```

This bears on DIIS for linear equations in electronic structure, such as Poisson or response equations, for a finite real matrix and without rounding. One difference from a running code is feedback: a production DIIS usually builds the next iterate from the extrapolated vector, whereas the history here consists of plain Richardson iterates. Another is the length of the history: for a Poisson grid the rank is close to the number of grid points, and a code stores far fewer vectors, so the theorem does not promise it an exact solution.

## The start fixes the undetermined part

A solvable singular system has many solutions, and one may ask which of them DIIS returns. Each step adds \(r_k\), a vector in the range, so \(x_k-x_0\) lies in the range for every \(k\). With sum-one weights the same holds for the extrapolant. The proof carries explicit preimages, with \(w_{k+1}=w_k+s-x_k\).

```lean
/-- If `A x = b` is solvable and the weights sum to one, the extrapolant differs from the
starting vector by a vector in the range of `A`. -/
theorem extrapolant_sub_start {A : Matrix n n ℝ} {b : n → ℝ} (hb : ∃ s, A *ᵥ s = b)
    (x₀ : n → ℝ) {m : ℕ} {c : ℕ → ℝ} (hc : ∑ k ∈ Finset.range (m + 1), c k = 1) :
    ∃ w, A *ᵥ w = extrapolant A b x₀ m c - x₀ := by
  obtain ⟨s, hs⟩ := hb
  have hx : ∀ k, ∃ w, A *ᵥ w = richardson A b x₀ k - x₀ := by
    intro k
    induction k with
    | zero => exact ⟨0, by simp [richardson]⟩
    | succ k ih =>
      obtain ⟨w, hw⟩ := ih
      refine ⟨w + s - richardson A b x₀ k, ?_⟩
      rw [Matrix.mulVec_sub, Matrix.mulVec_add, hw, hs, richardson]
      abel
  choose w hw using hx
  have h0 : ∑ k ∈ Finset.range (m + 1), c k • x₀ = x₀ := by
    rw [← Finset.sum_smul, hc, one_smul]
  refine ⟨∑ k ∈ Finset.range (m + 1), c k • w k, ?_⟩
  change A.mulVecLin _ = _
  simp only [map_sum, map_smul]
  change ∑ k ∈ Finset.range (m + 1), c k • (A *ᵥ w k) = _
  simp only [hw, smul_sub, Finset.sum_sub_distrib]
  rw [h0, extrapolant]
```

Two exact extrapolants from the same start therefore differ by a vector in the range, and this difference is also in the kernel. By the kernel–range condition it is zero.

```lean
/-- If the kernel and range of `A` meet only in zero, any two exact extrapolants from the same
start, with weights summing to one, are the same vector, even for different numbers of
iterates. -/
theorem exact_extrapolant_unique {A : Matrix n n ℝ} (hA : KernelMeetsRangeInZero A)
    {b x₀ : n → ℝ} {m p : ℕ} {c d : ℕ → ℝ}
    (hc : ∑ k ∈ Finset.range (m + 1), c k = 1) (hd : ∑ k ∈ Finset.range (p + 1), d k = 1)
    (hcb : A *ᵥ extrapolant A b x₀ m c = b) (hdb : A *ᵥ extrapolant A b x₀ p d = b) :
    extrapolant A b x₀ m c = extrapolant A b x₀ p d := by
  obtain ⟨v, hv⟩ := extrapolant_sub_start ⟨_, hcb⟩ x₀ hc
  obtain ⟨w, hw⟩ := extrapolant_sub_start ⟨_, hcb⟩ x₀ hd
  -- the difference lies both in the kernel and in the range
  refine sub_eq_zero.1 (hA _ ?_ ⟨v - w, ?_⟩)
  · rw [Matrix.mulVec_sub, hcb, hdb, sub_self]
  · rw [Matrix.mulVec_sub, hv, hw]
    abel
```

Here the condition is a convenience. If one exact extrapolant exists, \(A\) is already invertible on the span of \(r_0,Ar_0,A^2r_0,\dots\), which contains the difference.

## Symmetric matrices meet the condition

For symmetric \(A\), such as the usual periodic grid Laplacian, the kernel–range condition holds automatically; solvability must still be checked. If \(Av=0\) and \(v=Aw\), then
\[
v\cdot v=v\cdot Aw=(Av)\cdot w=0 .
\]
The proof moves the matrix across the dot product in the same way.

```lean
/-- The kernel and range of a real symmetric matrix meet only in zero. -/
theorem kernelMeetsRangeInZero_of_isSymm {A : Matrix n n ℝ} (hA : A.IsSymm) :
    KernelMeetsRangeInZero A := by
  rintro v hv ⟨w, hw⟩
  have ht : v ᵥ* A = A *ᵥ v := by
    rw [← Matrix.vecMul_transpose, hA.eq]
  have h : v ⬝ᵥ (A *ᵥ w) = 0 := by
    rw [Matrix.dotProduct_mulVec, ht, hv, zero_dotProduct]
  rw [hw] at h
  exact dotProduct_self_eq_zero.1 h
```

## The bound of rank A + 1 iterates

The rank counts the independent directions available to the residual. By hand it is the degree of \(\chi\); in the proof, `hm` passes it to the lemma as the dimension of the range.

Take \(A=\operatorname{diag}(1,2,0)\), of rank two, with \(b=(1,1,0)\) and \(x_0=0\). Then
\[
x_1=(1,1,0),\quad x_2=(1,0,0),\qquad r_1=(0,-1,0),\quad r_2=(0,1,0).
\]
On the range, \(T=\operatorname{diag}(0,-1)\), so \(\chi(t)=t^2+t\) and \(\chi(1)=2\). The weights are \(0,\tfrac12,\tfrac12\), and the extrapolant \((1,\tfrac12,0)\) solves the system. Starting from \((0,0,7)\), the same weights give \((1,\tfrac12,7)\): the null component of the start is kept.

With only \(x_0\) and \(x_1\), the extrapolant is \(c_1(1,1,0)\), and \(A\) maps it to \((c_1,2c_1,0)\). This equals \(b\) only if \(c_1=1\) and \(2c_1=1\), which is impossible. The last theorem records this failure for all weights, whatever their sum. The bound therefore cannot be lowered for all systems, although a particular source or matrix may need fewer iterates. For a symmetric matrix with \(d\) distinct non-zero eigenvalues, \(d+1\) iterates are enough.

```lean
/-- The matrix `diag(1, 2, 0)` has rank two, its kernel and range meet only in zero, and the
system with `b = (1, 1, 0)` is solvable, yet no linear combination of the first two Richardson
iterates from zero solves it. -/
theorem rank_bound_sharp :
    (Matrix.diagonal ![(1 : ℝ), 2, 0]).rank = 2 ∧
    KernelMeetsRangeInZero (Matrix.diagonal ![(1 : ℝ), 2, 0]) ∧
    Matrix.diagonal ![(1 : ℝ), 2, 0] *ᵥ ![1, 1 / 2, 0] = ![1, 1, 0] ∧
    ∀ c : ℕ → ℝ, Matrix.diagonal ![(1 : ℝ), 2, 0] *ᵥ
      extrapolant (Matrix.diagonal ![(1 : ℝ), 2, 0]) ![1, 1, 0] 0 1 c ≠ ![1, 1, 0] := by
  refine ⟨?_, kernelMeetsRangeInZero_of_isSymm (Matrix.diagonal_transpose _), ?_, ?_⟩
  · rw [Matrix.rank_diagonal, Fintype.card_subtype, Finset.card_filter]
    simp [Fin.sum_univ_succ]
  · ext i
    fin_cases i <;> simp [Matrix.mulVec_diagonal]
  · -- the first two components demand `c 1 = 1` and `2 * c 1 = 1`
    intro c h
    have h0 := congrFun h 0
    have h1 := congrFun h 1
    simp [extrapolant, richardson, Finset.sum_range_succ, Matrix.mulVec_diagonal] at h0 h1
    linarith

end SingularDIIS
```

```lean
#print axioms SingularDIIS.diis_minimiser_exact
#print axioms SingularDIIS.exact_extrapolant_unique
#print axioms SingularDIIS.rank_bound_sharp
```

```
'SingularDIIS.diis_minimiser_exact' depends on axioms: [propext, Classical.choice, Quot.sound]
'SingularDIIS.exact_extrapolant_unique' depends on axioms: [propext, Classical.choice, Quot.sound]
'SingularDIIS.rank_bound_sharp' depends on axioms: [propext, Classical.choice, Quot.sound]
```
